# A normalised, centred smearing kernel with a finite second moment shifts a quantity of bounded curvature by at most order σ²

**Q:** In a metal calculation I replace the sharp Fermi step by a smooth one of width $\sigma$, so that the Brillouin-zone sum converges on an affordable mesh. The electron count at chemical potential $\mu$ then comes out slightly wrong even on an infinitely fine mesh. I am told that this error is quadratic in $\sigma$. With kernels that go negative, why should I believe it?

**A:** Let $n(e)$ be the number of states below energy $e$, and $d(x)$ the broadened delta function in the dimensionless variable $x$. The smeared count is $\int d(x)\,n(\mu+\sigma x)\,dx$. Suppose $|n''|\le M$ everywhere, $\int d=1$ and $\int x\,d=0$, with $d$, $x\,d$ and $x^2d$ integrable. For $h\ge 0$ put
$$r(h)=n(\mu+h)-n(\mu)-n'(\mu)h .$$
Then $r(0)=0$ and $r'(t)=n'(\mu+t)-n'(\mu)$, so $|r'(t)|\le Mt$ and $|r(h)|\le\int_0^h Mt\,dt=Mh^2/2$. Reflecting the energy axis gives the same bound for $h<0$. Now set $h=\sigma x$, multiply by $d(x)$ and integrate:
$$\int d(x)\,n(\mu+\sigma x)\,dx=n(\mu)\underbrace{\int d}_{1}+\sigma n'(\mu)\underbrace{\int x\,d}_{0}+\int d(x)\,r(\sigma x)\,dx .$$
The last term is at most $\frac{M\sigma^2}{2}\int x^2|d|$ in magnitude. The sign of $d$ matters only there, and the absolute value takes care of it.

**Q:** Does the code smear the same way as my program? Mine gives a state at energy $\varepsilon$ the occupation $\int_{-\infty}^{(\mu-\varepsilon)/\sigma}d(y)\,dy$.

```lean
import Mathlib

open MeasureTheory Finset
open scoped Nat

namespace SmearingBias

noncomputable section

/-- The quantity `n` at energy `μ`, smeared with kernel `d` and width `σ`. -/
def smeared (d n : ℝ → ℝ) (σ μ : ℝ) : ℝ := ∫ x, d x * n (μ + σ * x)
```

**A:** Summing your occupations over states gives $\int d(y)\,n(\mu-\sigma y)\,dy$. That is `smeared` with $\sigma$ replaced by $-\sigma$, and the theorems accept any real `σ`. For an even kernel the two agree anyway. Nothing forces `n` to be a state count: it is any real function of energy, such as a density of states.

The kernel enters through its moments, signed and absolute.

```lean
/-- The `k`-th moment of the smearing kernel. -/
def moment (d : ℝ → ℝ) (k : ℕ) : ℝ := ∫ x, x ^ k * d x

/-- The `k`-th absolute moment of the smearing kernel. -/
def absMoment (d : ℝ → ℝ) (k : ℕ) : ℝ := ∫ x, |x| ^ k * |d x|
```

**Q:** Why moments of every order, if the claim concerns the second?

**A:** Because the argument iterates. Write
$$R_m(h)=n(a+h)-\sum_{k<m}\frac{n^{(k)}(a)\,h^k}{k!},\qquad |n^{(m)}|\le M .$$
For $m=0$ the sum is empty and $|R_0|\le M$. The derivative of $R_{m+1}$ is the order-$m$ remainder of $n'$, and $R_{m+1}(0)=0$, so integrating $Mt^m/m!$ from $0$ to $h$ gives $Mh^{m+1}/(m+1)!$. The first lemma differentiates the monomials, and the second runs the induction.

```lean
/-- The derivative of the Taylor monomial of degree `k + 1` is the one of degree `k`. -/
theorem hasDerivAt_monomial (c : ℝ) (k : ℕ) (t : ℝ) :
    HasDerivAt (fun t : ℝ => c * t ^ (k + 1) / ((k + 1)! : ℝ)) (c * t ^ k / (k ! : ℝ)) t := by
  refine (((hasDerivAt_pow (k + 1) t).const_mul c).div_const ((k + 1)! : ℝ)).congr_deriv ?_
  have h1 : (k ! : ℝ) ≠ 0 := by positivity
  have h2 : (k : ℝ) + 1 ≠ 0 := by positivity
  rw [Nat.factorial_succ, Nat.add_sub_cancel]
  push_cast
  field_simp

/-- Taylor bound for a forward displacement `h ≥ 0`: `D k` are the successive derivatives of
`D 0`, and the `m`-th one is bounded by `M`. -/
theorem taylor_forward (M : ℝ) (m : ℕ) : ∀ D : ℕ → ℝ → ℝ,
    (∀ k < m, ∀ x, HasDerivAt (D k) (D (k + 1) x) x) → (∀ x, |D m x| ≤ M) →
    ∀ a h : ℝ, 0 ≤ h →
      |D 0 (a + h) - ∑ k ∈ range m, D k a * h ^ k / (k ! : ℝ)| ≤ M * h ^ m / (m ! : ℝ) := by
  induction m with
  | zero =>
    intro D _ hM a h _
    simpa using hM (a + h)
  | succ m ih =>
    intro D hD hM a h hh
    -- the derivative of the remainder is the remainder of the derivative
    have hder : ∀ t : ℝ, HasDerivAt
        (fun t : ℝ => D 0 (a + t) - ∑ k ∈ range (m + 1), D k a * t ^ k / (k ! : ℝ))
        (D 1 (a + t) - ∑ k ∈ range m, D (k + 1) a * t ^ k / (k ! : ℝ)) t := by
      intro t
      have h1 : HasDerivAt (fun t : ℝ => D 0 (a + t)) (D 1 (a + t)) t :=
        (hD 0 (Nat.succ_pos m) (a + t)).comp_const_add a t
      have h2 : HasDerivAt
          (fun t : ℝ => ∑ k ∈ range m, D (k + 1) a * t ^ (k + 1) / ((k + 1)! : ℝ))
          (∑ k ∈ range m, D (k + 1) a * t ^ k / (k ! : ℝ)) t :=
        HasDerivAt.fun_sum fun k _ => hasDerivAt_monomial (D (k + 1) a) k t
      simp only [Finset.sum_range_succ', pow_zero]
      exact h1.fun_sub (h2.add_const _)
    have h0 : ‖D 0 (a + 0) - ∑ k ∈ range (m + 1), D k a * (0 : ℝ) ^ k / (k ! : ℝ)‖
        ≤ M * (0 : ℝ) ^ (m + 1) / ((m + 1)! : ℝ) := by
      simp [Finset.sum_range_succ']
    -- integrate the bound on the derivative from 0 to h
    have key := image_norm_le_of_norm_deriv_right_le_deriv_boundary (a := 0) (b := h)
      (fun t _ => (hder t).continuousAt.continuousWithinAt)
      (fun t _ => (hder t).hasDerivWithinAt)
      (B := fun t : ℝ => M * t ^ (m + 1) / ((m + 1)! : ℝ))
      (B' := fun t : ℝ => M * t ^ m / (m ! : ℝ)) h0 (hasDerivAt_monomial M m)
      (fun t ht => ih (fun k => D (k + 1)) (fun k hk => hD (k + 1) (by omega)) hM a t ht.1)
    exact key ⟨hh, le_rfl⟩
```

The family `D k` stands for the successive derivatives, so passing from $n$ to $n'$ is just a shift of the index. `hder` says that the derivative of the remainder is the remainder of the derivative. `key` is the integration step, in comparison form: a function that starts within a bound, and whose derivative stays within the bound's derivative, remains within the bound.

**Q:** And displacements below $\mu$?

**A:** Apply the forward result to $e\mapsto n(-e)$, whose $k$-th derivative is $(-1)^k n^{(k)}(-e)$, at the point $-a$ with displacement $-h$. The signs cancel in pairs.

```lean
/-- Taylor bound for a displacement `h` of either sign, when the `m`-th derivative of `n` is
continuous and bounded by `M`. -/
theorem taylor_bound {n : ℝ → ℝ} {m : ℕ} {M : ℝ} (hn : ContDiff ℝ m n)
    (hM : ∀ e, |iteratedDeriv m n e| ≤ M) (a h : ℝ) :
    |n (a + h) - ∑ k ∈ range m, iteratedDeriv k n a * h ^ k / (k ! : ℝ)|
      ≤ M * |h| ^ m / (m ! : ℝ) := by
  have hD : ∀ k < m, ∀ x, HasDerivAt (iteratedDeriv k n) (iteratedDeriv (k + 1) n x) x := by
    intro k hk x
    rw [iteratedDeriv_succ]
    exact ((hn.differentiable_iteratedDeriv k (by exact_mod_cast hk)) x).hasDerivAt
  rcases le_total 0 h with hh | hh
  · have key := taylor_forward M m (fun k => iteratedDeriv k n) hD hM a h hh
    rw [abs_of_nonneg hh]
    simpa only [iteratedDeriv_zero] using key
  · -- reflect the energy axis
    have key := taylor_forward M m (fun k x => (-1) ^ k * iteratedDeriv k n (-x))
      (fun k hk x => (((hD k hk (-x)).comp x (hasDerivAt_neg x)).const_mul
        ((-1) ^ k)).congr_deriv (by ring))
      (fun x => by
        simp only [abs_mul, abs_pow, abs_neg, abs_one, one_pow, one_mul]
        exact hM (-x))
      (-a) (-h) (by linarith)
    have hs : ∑ k ∈ range m, (-1) ^ k * iteratedDeriv k n (-(-a)) * (-h) ^ k / (k ! : ℝ)
        = ∑ k ∈ range m, iteratedDeriv k n a * h ^ k / (k ! : ℝ) := by
      refine Finset.sum_congr rfl fun k _ => ?_
      have hk : (-1 : ℝ) ^ k * (-h) ^ k = h ^ k := by
        rw [← mul_pow]
        simp
      rw [neg_neg]
      linear_combination (iteratedDeriv k n a / (k ! : ℝ)) * hk
    have he : -(-a + -h) = a + h := by ring
    simp only [pow_zero, one_mul, iteratedDeriv_zero, he] at key
    rw [hs] at key
    rw [abs_of_nonpos hh]
    exact key
```

**Q:** Now the integral. What if it diverges? I gather that Lean assigns the value zero to a divergent integral, which would make `smeared` meaningless.

**A:** That is why the next theorem has two conclusions. The first is that the integrand is integrable; the second is the expansion in moments with its error bound.

```lean
/-- Moment expansion of smearing: if the kernel has integrable moments up to order `m` and the
`m`-th derivative of `n` is continuous and bounded by `M`, the smearing integral converges and
equals its Taylor-moment sum up to an explicit error of order `σ ^ m`. -/
theorem smearing_moment_expansion {d n : ℝ → ℝ} {m : ℕ} {M : ℝ}
    (hd : ∀ k ≤ m, Integrable (fun x : ℝ => x ^ k * d x)) (hn : ContDiff ℝ m n)
    (hM : ∀ e, |iteratedDeriv m n e| ≤ M) (σ μ : ℝ) :
    Integrable (fun x => d x * n (μ + σ * x)) ∧
    |smeared d n σ μ - ∑ k ∈ range m, σ ^ k * iteratedDeriv k n μ / (k ! : ℝ) * moment d k|
      ≤ M * |σ| ^ m / (m ! : ℝ) * absMoment d m := by
  have hterm : ∀ k ∈ range m, Integrable
      (fun x : ℝ => σ ^ k * iteratedDeriv k n μ / (k ! : ℝ) * (x ^ k * d x)) :=
    fun k hk => (hd k (Finset.mem_range.mp hk).le).const_mul _
  have hP : Integrable (fun x : ℝ =>
      ∑ k ∈ range m, σ ^ k * iteratedDeriv k n μ / (k ! : ℝ) * (x ^ k * d x)) :=
    MeasureTheory.integrable_finsetSum _ hterm
  have habs : Integrable (fun x : ℝ => |x| ^ m * |d x|) := by
    simpa only [abs_mul, abs_pow] using (hd m le_rfl).abs
  have hbd := habs.const_mul (M * |σ| ^ m / (m ! : ℝ))
  -- the Taylor bound, weighted with the kernel
  have hpt : ∀ x : ℝ, ‖d x * n (μ + σ * x) -
      ∑ k ∈ range m, σ ^ k * iteratedDeriv k n μ / (k ! : ℝ) * (x ^ k * d x)‖
      ≤ M * |σ| ^ m / (m ! : ℝ) * (|x| ^ m * |d x|) := by
    intro x
    have e : d x * n (μ + σ * x) -
        ∑ k ∈ range m, σ ^ k * iteratedDeriv k n μ / (k ! : ℝ) * (x ^ k * d x)
        = d x * (n (μ + σ * x) -
          ∑ k ∈ range m, iteratedDeriv k n μ * (σ * x) ^ k / (k ! : ℝ)) := by
      rw [mul_sub, Finset.mul_sum]
      congr 1
      exact Finset.sum_congr rfl fun k _ => by ring
    rw [e, Real.norm_eq_abs, abs_mul]
    calc _ ≤ |d x| * (M * |σ * x| ^ m / (m ! : ℝ)) :=
          mul_le_mul_of_nonneg_left (taylor_bound hn hM μ (σ * x)) (abs_nonneg _)
      _ = _ := by rw [abs_mul, mul_pow]; ring
  have hd0 : Integrable d := by simpa using hd 0 (Nat.zero_le m)
  have hc : Continuous (fun x : ℝ => n (μ + σ * x)) := by
    have hn' := hn.continuous
    fun_prop
  have hmeas : AEStronglyMeasurable (fun x => d x * n (μ + σ * x)) volume :=
    hd0.aestronglyMeasurable.mul hc.aestronglyMeasurable
  have hR : Integrable (fun x : ℝ => d x * n (μ + σ * x) -
      ∑ k ∈ range m, σ ^ k * iteratedDeriv k n μ / (k ! : ℝ) * (x ^ k * d x)) :=
    hbd.mono' (hmeas.sub hP.aestronglyMeasurable) (ae_of_all _ hpt)
  have hI : Integrable (fun x => d x * n (μ + σ * x)) := by
    refine (hR.add hP).congr (ae_of_all _ fun x => ?_)
    simp only [Pi.add_apply, sub_add_cancel]
  refine ⟨hI, ?_⟩
  -- integrate the pointwise bound
  have key := norm_integral_le_of_norm_le hbd (ae_of_all _ hpt)
  rw [integral_sub hI hP, MeasureTheory.integral_finsetSum _ hterm] at key
  simp only [integral_const_mul, Real.norm_eq_abs] at key
  exact key
```

`hpt` is the Taylor bound at $h=\sigma x$, multiplied by $|d(x)|$. Its right-hand side is integrable, hence so is the remainder (`hR`), and adding back the integrable polynomial part gives convergence (`hI`). Integrating `hpt` then gives the estimate.

If the kernel is normalised and its moments $1,\dots,m-1$ vanish, only the $k=0$ term of the sum survives, and it equals $n(\mu)$.

```lean
/-- If the kernel is normalised and its moments `1, …, m - 1` vanish, with integrable moments up to
`m ≥ 1` and a continuous `m`-th derivative of `n` bounded by `M`, the bias is at most of order
`σ ^ m`. -/
theorem smearing_bias_of_vanishing_moments {d n : ℝ → ℝ} {m : ℕ} {M : ℝ} (hm : 0 < m)
    (hd : ∀ k ≤ m, Integrable (fun x : ℝ => x ^ k * d x)) (h0 : moment d 0 = 1)
    (hv : ∀ k, 0 < k → k < m → moment d k = 0) (hn : ContDiff ℝ m n)
    (hM : ∀ e, |iteratedDeriv m n e| ≤ M) (σ μ : ℝ) :
    |smeared d n σ μ - n μ| ≤ M * |σ| ^ m / (m ! : ℝ) * absMoment d m := by
  have key := (smearing_moment_expansion hd hn hM σ μ).2
  have hs : ∑ k ∈ range m, σ ^ k * iteratedDeriv k n μ / (k ! : ℝ) * moment d k = n μ := by
    rw [Finset.sum_eq_single 0]
    · simp [h0]
    · intro k hk hk0
      rw [hv k (Nat.pos_of_ne_zero hk0) (Finset.mem_range.mp hk), mul_zero]
    · intro h
      exact absurd (Finset.mem_range.mpr hm) h
  rwa [hs] at key
```

Take $d(x)=(\tfrac32-x^2)e^{-x^2}/\sqrt\pi$, which is negative in its tails. Its moments 1 to 3 vanish, so with $m=4$ and a continuous, bounded fourth derivative the bias is at most of order $\sigma^4$.

**Q:** Show me the quadratic statement itself, with its hypotheses.

```lean
/-- Smearing bias: for a normalised kernel with zero first moment and integrable moments up to
the second, and `n` twice continuously differentiable with curvature at most `M`, the smeared
value differs from `n μ` by at most `M σ² / 2` times the second absolute moment. -/
theorem smearing_bias {d n : ℝ → ℝ} {M : ℝ} (hd0 : Integrable d)
    (hd1 : Integrable (fun x : ℝ => x * d x)) (hd2 : Integrable (fun x : ℝ => x ^ 2 * d x))
    (h0 : ∫ x, d x = 1) (h1 : ∫ x, x * d x = 0) (hn : ContDiff ℝ 2 n)
    (hM : ∀ e, |deriv (deriv n) e| ≤ M) (σ μ : ℝ) :
    |smeared d n σ μ - n μ| ≤ M * σ ^ 2 / 2 * ∫ x, x ^ 2 * |d x| := by
  have h2 : iteratedDeriv (1 + 1) n = deriv (deriv n) := by
    rw [iteratedDeriv_succ, iteratedDeriv_one]
  have key := smearing_bias_of_vanishing_moments (d := d) (n := n) (m := 2) (M := M)
    (by norm_num)
    (by
      intro k hk
      interval_cases k
      · simpa using hd0
      · simpa using hd1
      · exact hd2)
    (by simpa [moment] using h0)
    (by
      intro k hk hk2
      have hk1 : k = 1 := by omega
      subst hk1
      simpa [moment] using h1)
    (by exact_mod_cast hn)
    (fun e => (congrArg (fun f : ℝ → ℝ => |f e|) h2).le.trans (hM e)) σ μ
  simpa only [absMoment, sq_abs, Nat.factorial_two, Nat.cast_ofNat] using key
```

**A:** `hd0`, `hd1` and `hd2` are the three integrability conditions; `h0` and `h1` say that the kernel has unit weight and is centred. `hn` makes `n` twice continuously differentiable, and `hM` bounds its curvature at every energy. The proof is the case $m=2$, with the hypotheses translated. For the Gaussian $e^{-x^2}/\sqrt\pi$ the second moment is $\tfrac12$, so the bound is $M\sigma^2/4$.

**Q:** "At every energy" worries me. Real bands have van Hove singularities.

**A:** You are right to worry. The curvature bound describes a smooth model spectrum, and real bands break it somewhere. At an ordinary three-dimensional band minimum $e_0$, for instance, $n$ gains a term proportional to $(e-e_0)^{3/2}$ above $e_0$, whose curvature is unbounded. With $\mu$ exactly there, Gaussian smearing gives an error of order $\sigma^{3/2}$, which shrinks more slowly than $\sigma^2$. With $\mu$ inside a smooth stretch of the spectrum, a Gaussian kernel gives the distant singularities exponentially small weight as $\sigma\to0$, and the quadratic law survives; that extra step is not proved here. On a finite mesh the state count is a staircase, so the theorem addresses the mesh-converged limit. It also holds $\mu$ and the bands fixed: there is no readjustment of $\mu$ to conserve charge, and no self-consistency. With these held fixed and the curvature of $n$ bounded, it guarantees that the smearing error in an electron count shrinks at least as fast as $\sigma^2$ when you reduce $\sigma$.

**Q:** Could the factor $\tfrac12$ be improved?

**A:** Not in general. For a nonnegative kernel and the parabola $n(e)=Me^2/2$ with $M\ge0$, expanding the square gives a bias of exactly $\frac{M\sigma^2}{2}\int x^2 d$, which is the bound. For kernels that change sign, the theorem below makes no such claim.

```lean
/-- For a nonnegative normalised kernel with zero first moment and integrable moments up to the
second, the bias of the parabola `M e² / 2` is exactly `M σ² / 2` times the second absolute moment.
For `M ≥ 0` this is the bound of `smearing_bias`, which is therefore sharp. -/
theorem smearing_bias_sharp {d : ℝ → ℝ} (hpos : ∀ x, 0 ≤ d x) (hd0 : Integrable d)
    (hd1 : Integrable (fun x : ℝ => x * d x)) (hd2 : Integrable (fun x : ℝ => x ^ 2 * d x))
    (h0 : ∫ x, d x = 1) (h1 : ∫ x, x * d x = 0) (M σ μ : ℝ) :
    smeared d (fun e => M / 2 * e ^ 2) σ μ - M / 2 * μ ^ 2
      = M * σ ^ 2 / 2 * ∫ x, x ^ 2 * |d x| := by
  have ha : ∀ x, |d x| = d x := fun x => abs_of_nonneg (hpos x)
  have e : ∀ x, d x * (M / 2 * (μ + σ * x) ^ 2)
      = M / 2 * μ ^ 2 * d x + M * μ * σ * (x * d x) + M * σ ^ 2 / 2 * (x ^ 2 * d x) :=
    fun x => by ring
  have hA : Integrable (fun x : ℝ => M / 2 * μ ^ 2 * d x + M * μ * σ * (x * d x)) :=
    (hd0.const_mul _).add (hd1.const_mul _)
  simp only [smeared, ha, e]
  rw [integral_add hA (hd2.const_mul _), integral_add (hd0.const_mul _) (hd1.const_mul _),
    integral_const_mul, integral_const_mul, integral_const_mul, h0, h1]
  ring

end

end SmearingBias
```

```lean
#print axioms SmearingBias.smearing_bias_of_vanishing_moments
#print axioms SmearingBias.smearing_bias
#print axioms SmearingBias.smearing_bias_sharp
```

```
'SmearingBias.smearing_bias_of_vanishing_moments' depends on axioms: [propext, Classical.choice, Quot.sound]
'SmearingBias.smearing_bias' depends on axioms: [propext, Classical.choice, Quot.sound]
'SmearingBias.smearing_bias_sharp' depends on axioms: [propext, Classical.choice, Quot.sound]
```

**Q:** Does the same argument tell me the size of the error, and not only a ceiling?

**A:** Yes, if you go one order further. Take $m=3$ in `smearing_moment_expansion`, with $x^3d$ integrable and $n'''$ continuous and bounded by $M_3$. For a normalised, centred kernel,
$$\left|\int d(x)\,n(\mu+\sigma x)\,dx-n(\mu)-\frac{\sigma^2}{2}n''(\mu)\int x^2d\right|\le\frac{M_3|\sigma|^3}{6}\int|x|^3|d| .$$
The $\sigma^2$ term of the error is therefore $\sigma^2/2$ times the local curvature times the signed second moment, and it disappears when that moment is zero.
